# An operator commutes with 2P + Q exactly when it commutes with P and Q, for orthogonal idempotents in a ring where 2 cancels

A high-spin restricted open-shell optimiser that includes rotations between orbitals of the same shell meets a singular orbital Hessian at a stationary point, while one that leaves out closed–open rotations can miss the minimum. Commutation with the density separates the two kinds of rotation, provided that a factor of two can be cancelled.

In Lean 4 with Mathlib:

```lean
import Mathlib

open Matrix

namespace OpenShellRedundancy

section TwoShells

variable {R : Type*} [Ring R]

/-- The restricted open-shell density: the closed-shell projector `P` counted twice plus the
open-shell projector `Q`. -/
def roDensity (P Q : R) : R := 2 * P + Q

/-- For orthogonal shells, the density `D` satisfies `D² - D = 2P`. -/
theorem roDensity_sq_sub {P Q : R} (hP : P * P = P) (hQ : Q * Q = Q)
    (hPQ : P * Q = 0) (hQP : Q * P = 0) :
    roDensity P Q * roDensity P Q - roDensity P Q = 2 * P := by
  calc roDensity P Q * roDensity P Q - roDensity P Q
      = 4 * (P * P) + 2 * (P * Q) + 2 * (Q * P) + Q * Q - (2 * P + Q) := by
        unfold roDensity
        noncomm_ring
    _ = 2 * P := by
        rw [hP, hQ, hPQ, hQP]
        noncomm_ring

/-- If two can be cancelled in the ring and the shells are orthogonal, an operator commutes with the
restricted open-shell density if and only if it commutes with the closed-shell projector and with
the open-shell projector. -/
theorem commute_roDensity_iff (h2 : ∀ x : R, 2 * x = 0 → x = 0) {P Q : R}
    (hP : P * P = P) (hQ : Q * Q = Q) (hPQ : P * Q = 0) (hQP : Q * P = 0) (X : R) :
    Commute X (roDensity P Q) ↔ Commute X P ∧ Commute X Q := by
  constructor
  · intro h
    -- `2P` is a polynomial in the density
    have hD : Commute X (2 * P) := by
      rw [← roDensity_sq_sub hP hQ hPQ hQP]
      exact (h.mul_right h).sub_right h
    -- cancel the factor two in the commutator
    have hc : X * P - P * X = 0 := by
      apply h2
      have e : 2 * (X * P - P * X) = X * (2 * P) - 2 * P * X := by noncomm_ring
      rw [e, hD.eq, sub_self]
    have hq := h.sub_right hD
    have e : roDensity P Q - 2 * P = Q := add_sub_cancel_left _ _
    rw [e] at hq
    exact ⟨sub_eq_zero.mp hc, hq⟩
  · rintro ⟨hp, hq⟩
    unfold roDensity
    rw [two_mul]
    exact (hp.add_right hp).add_right hq

/-- An operator equal to the sum of its diagonal blocks on three orthogonal shells commutes with the
projector on the first of them. -/
theorem commute_of_block {P Q V X : R} (hP : P * P = P) (hPQ : P * Q = 0) (hQP : Q * P = 0)
    (hPV : P * V = 0) (hVP : V * P = 0)
    (h : X = P * X * P + Q * X * Q + V * X * V) : Commute X P := by
  have a : P * X = P * X * P := by
    calc P * X = P * (P * X * P + Q * X * Q + V * X * V) := by rw [← h]
      _ = (P * P) * X * P + (P * Q) * X * Q + (P * V) * X * V := by noncomm_ring
      _ = P * X * P := by rw [hP, hPQ, hPV]; simp
  have b : X * P = P * X * P := by
    calc X * P = (P * X * P + Q * X * Q + V * X * V) * P := by rw [← h]
      _ = P * X * (P * P) + Q * X * (Q * P) + V * X * (V * P) := by noncomm_ring
      _ = P * X * P := by rw [hP, hQP, hVP]; simp
  exact b.trans a.symm

/-- If two can be cancelled in the ring and the shells are orthogonal, an operator commutes with the
restricted open-shell density if and only if it is the sum of its closed-closed, open-open and
virtual-virtual blocks. -/
theorem commute_roDensity_iff_block (h2 : ∀ x : R, 2 * x = 0 → x = 0) {P Q : R}
    (hP : P * P = P) (hQ : Q * Q = Q) (hPQ : P * Q = 0) (hQP : Q * P = 0) (X : R) :
    Commute X (roDensity P Q) ↔
      X = P * X * P + Q * X * Q + (1 - P - Q) * X * (1 - P - Q) := by
  rw [commute_roDensity_iff h2 hP hQ hPQ hQP]
  constructor
  · rintro ⟨hp, hq⟩
    have hv : Commute X (1 - P - Q) := ((Commute.one_right X).sub_right hp).sub_right hq
    have hV : (1 - P - Q) * (1 - P - Q) = 1 - P - Q := by
      simp only [mul_sub, sub_mul, mul_one, one_mul, hP, hQ, hPQ, hQP]
      abel
    -- move `X` to the left in every block and use idempotency
    rw [← hp.eq, ← hq.eq, ← hv.eq, mul_assoc X P P, mul_assoc X Q Q,
      mul_assoc X (1 - P - Q) (1 - P - Q), hP, hQ, hV]
    noncomm_ring
  · intro h
    refine ⟨commute_of_block hP hPQ hQP ?_ ?_ h,
      commute_of_block (Q := P) (V := 1 - P - Q) hQ hQP hPQ ?_ ?_ ?_⟩
    · simp [mul_sub, hP, hPQ]
    · simp [sub_mul, hP, hQP]
    · simp [mul_sub, hQ, hQP]
    · simp [sub_mul, hQ, hPQ]
    · exact h.trans (by abel)

/-- If two can be cancelled in the ring and the shells are orthogonal, an invertible orbital
transformation preserves the restricted open-shell density if and only if it preserves the
closed-shell and the open-shell projector separately. -/
theorem rotation_fixes_roDensity_iff (h2 : ∀ x : R, 2 * x = 0 → x = 0) {P Q : R}
    (hP : P * P = P) (hQ : Q * Q = Q) (hPQ : P * Q = 0) (hQP : Q * P = 0) (U : Rˣ) :
    (U : R) * roDensity P Q * ((U⁻¹ : Rˣ) : R) = roDensity P Q ↔
      (U : R) * P * ((U⁻¹ : Rˣ) : R) = P ∧ (U : R) * Q * ((U⁻¹ : Rˣ) : R) = Q := by
  simp only [Units.mul_inv_eq_iff_eq_mul]
  exact commute_roDensity_iff h2 hP hQ hPQ hQP (U : R)

end TwoShells

/-- Complex 3×3 matrices allow cancellation of two, and the projectors on the first and second
basis orbitals are orthogonal idempotents there. -/
theorem commute_roDensity_iff_witness :
    let P : Matrix (Fin 3) (Fin 3) ℂ := Matrix.single 0 0 1
    let Q : Matrix (Fin 3) (Fin 3) ℂ := Matrix.single 1 1 1
    (∀ X : Matrix (Fin 3) (Fin 3) ℂ, 2 * X = 0 → X = 0) ∧
      P * P = P ∧ Q * Q = Q ∧ P * Q = 0 ∧ Q * P = 0 := by
  refine ⟨?_, by simp, by simp, by simp, by simp⟩
  intro X h
  rw [two_mul] at h
  ext i j
  have h1 := congrArg (fun M : Matrix (Fin 3) (Fin 3) ℂ => M i j) h
  simp only [Matrix.add_apply, Matrix.zero_apply] at h1
  rw [Matrix.zero_apply]
  linear_combination h1 / 2

/-- Over the field with two elements there are orthogonal idempotents `P`, `Q` and a matrix `X`
that commutes with `2P + Q` but not with `P`. -/
theorem two_cancellation_needed :
    let P : Matrix (Fin 3) (Fin 3) (ZMod 2) := !![1, 0, 0; 0, 0, 0; 0, 0, 0]
    let Q : Matrix (Fin 3) (Fin 3) (ZMod 2) := !![0, 0, 0; 0, 1, 0; 0, 0, 0]
    let X : Matrix (Fin 3) (Fin 3) (ZMod 2) := !![0, 0, 1; 0, 0, 0; 0, 0, 0]
    (P * P = P ∧ Q * Q = Q ∧ P * Q = 0 ∧ Q * P = 0) ∧
      X * roDensity P Q = roDensity P Q * X ∧ X * P ≠ P * X := by
  simp only [roDensity, two_mul]
  decide

section ManyShells

variable {K A ι : Type*} [Field K] [Ring A] [Algebra K A] [Fintype ι]

/-- The density of several shells with projectors `p i` and occupation numbers `n i`. -/
def shellDensity (p : ι → A) (n : ι → K) : A := ∑ i, n i • p i

/-- For a complete set of orthogonal shells with pairwise distinct occupation numbers, an operator
commutes with the density if and only if it commutes with every shell projector. -/
theorem commute_shellDensity_iff [DecidableEq ι] {p : ι → A} {n : ι → K}
    (hp : ∀ i j, p i * p j = if i = j then p i else 0) (hsum : ∑ i, p i = 1)
    (hn : Function.Injective n) (X : A) :
    Commute X (shellDensity p n) ↔ ∀ i, Commute X (p i) := by
  constructor
  · intro h
    have left : ∀ i, p i * shellDensity p n = n i • p i := fun i => by
      simp [shellDensity, Finset.mul_sum, hp]
    have right : ∀ i, shellDensity p n * p i = n i • p i := fun i => by
      simp [shellDensity, Finset.sum_mul, hp]
    -- couplings between different shells vanish
    have off : ∀ i j, i ≠ j → p i * X * p j = 0 := by
      intro i j hij
      have e : n j • (p i * X * p j) = n i • (p i * X * p j) := by
        calc n j • (p i * X * p j) = p i * X * (shellDensity p n * p j) := by
              rw [right, mul_smul_comm]
          _ = p i * (X * shellDensity p n) * p j := by simp only [mul_assoc]
          _ = p i * (shellDensity p n * X) * p j := by rw [h.eq]
          _ = (p i * shellDensity p n) * X * p j := by simp only [mul_assoc]
          _ = n i • (p i * X * p j) := by rw [left, smul_mul_assoc, smul_mul_assoc]
      have z : (n j - n i) • (p i * X * p j) = 0 := by rw [sub_smul, e, sub_self]
      exact (smul_eq_zero.mp z).resolve_left (sub_ne_zero.mpr fun q => hij (hn q).symm)
    intro i
    -- insert the resolution of the identity on either side
    have a : p i * X = p i * X * p i := by
      calc p i * X = p i * X * ∑ j, p j := by rw [hsum, mul_one]
        _ = ∑ j, p i * X * p j := by rw [Finset.mul_sum]
        _ = p i * X * p i :=
            Finset.sum_eq_single i (fun j _ hj => off i j hj.symm) (by simp)
    have b : X * p i = p i * X * p i := by
      calc X * p i = (∑ j, p j) * X * p i := by rw [hsum, one_mul]
        _ = ∑ j, p j * X * p i := by rw [Finset.sum_mul, Finset.sum_mul]
        _ = p i * X * p i :=
            Finset.sum_eq_single i (fun j _ hj => off j i hj) (by simp)
    exact b.trans a.symm
  · intro h
    exact Commute.sum_right _ _ _ fun i _ => (h i).smul_right (n i)

end ManyShells

/-- The three basis projectors of complex 3×3 matrices are orthogonal and complete, and the
occupation numbers 2, 1, 0 are pairwise distinct. -/
theorem commute_shellDensity_iff_witness :
    let p : Fin 3 → Matrix (Fin 3) (Fin 3) ℂ := fun i => Matrix.single i i 1
    (∀ i j, p i * p j = if i = j then p i else 0) ∧ ∑ i, p i = 1 ∧
      Function.Injective (![2, 1, 0] : Fin 3 → ℂ) := by
  refine ⟨?_, ?_, ?_⟩
  · intro i j
    by_cases h : i = j
    · subst h
      simp
    · simp [h]
  · ext a b
    simp only [Matrix.sum_apply, Matrix.single_apply, Matrix.one_apply]
    fin_cases a <;> fin_cases b <;> simp
  · intro i j h
    fin_cases i <;> fin_cases j <;> first | rfl | (exfalso; revert h; simp)

end OpenShellRedundancy
```

```lean
#print axioms OpenShellRedundancy.commute_roDensity_iff_block
#print axioms OpenShellRedundancy.rotation_fixes_roDensity_iff
#print axioms OpenShellRedundancy.two_cancellation_needed
#print axioms OpenShellRedundancy.commute_shellDensity_iff
```

```
'OpenShellRedundancy.commute_roDensity_iff_block' depends on axioms: [propext, Quot.sound]
'OpenShellRedundancy.rotation_fixes_roDensity_iff' depends on axioms: [propext, Quot.sound]
'OpenShellRedundancy.two_cancellation_needed' depends on axioms: [propext, Classical.choice, Quot.sound]
'OpenShellRedundancy.commute_shellDensity_iff' depends on axioms: [propext, Classical.choice, Quot.sound]
```

## Shells as idempotents

The ring `R` stands for the operators on orbital space, for instance complex matrices in an orthonormal basis. The idempotents $P$ and $Q$, with $PQ=QP=0$, project on the doubly and singly occupied orbitals, and `roDensity P Q` is the spin-summed density $D=2P+Q$. The hypothesis `h2` says that $2x=0$ forces $x=0$. The 2 is the double occupancy, and real and complex matrices satisfy the condition because one can divide by it.

`Commute X D` means $XD=DX$. For a rotation $e^{t\kappa}$, the density changes at first order by $[\kappa,D]$, so a generator that commutes with $D$ is redundant. The main theorem, `commute_roDensity_iff`, says that $X$ commutes with $D$ if and only if it commutes with both $P$ and $Q$.

By `commute_roDensity_iff_block`, this is equivalent to $X=PXP+QXQ+VXV$, where $V=1-P-Q$ projects on the virtual orbitals. For a finite transformation, `rotation_fixes_roDensity_iff` takes an invertible `U : Rˣ` and says that $UDU^{-1}=D$ exactly when $U$ preserves $P$ and $Q$ separately.

No adjoint appears: the projectors need not be Hermitian, nor $U$ unitary. There is no energy functional either, and redundancy here refers to the density alone. In an open-shell singlet, rotating the two open orbitals into each other preserves $D$ but can change the energy.

For a single configuration with fixed occupations 2, 1 and 0, the result identifies the closed–open, closed–virtual and open–virtual rotations as those that change the density.

## Recovering the closed shell from the density

Orthogonality and idempotency give

$$D^2=4P+Q,\qquad D^2-D=2P.$$

This is `roDensity_sq_sub`, where `noncomm_ring` expands the product and the hypotheses then simplify it. If $X$ commutes with $D$, it commutes with $D^2-D$, hence with $2P$. Therefore

$$2(XP-PX)=X(2P)-(2P)X=0,$$

and `h2` gives $XP=PX$. Since $Q=D-2P$, $X$ commutes with $Q$ too. The converse follows by adding commuting terms.

For the block form, suppose that $X$ commutes with $P$ and $Q$, hence with $V$. All three are idempotent, so

$$PXP+QXQ+VXV=X(P+Q+V)=X.$$

Conversely, multiplying the block form by $P$ on the left gives $PX=PXP$, and on the right $XP=PXP$. The lemma `commute_of_block` carries this out, and a second use with $P$ and $Q$ exchanged treats the open shell.

For finite transformations, multiplying $UDU^{-1}=D$ on the right by $U$ gives $UD=DU$. The same step applies to $P$ and $Q$, so the main theorem with $X=U$ finishes the proof.

When $Q=0$, the density is $2P$ and the result reduces to the closed-shell rule: only occupied–virtual blocks of $X$ can change it.

## Distinct occupations and characteristic two

For several shells, `shellDensity p n` is $D=\sum_i n_ip_i$, with occupations $n_i$ in a field. The theorem `commute_shellDensity_iff` assumes that the $p_i$ are orthogonal idempotents summing to 1 and that the $n_i$ are pairwise distinct. Since $p_iD=n_ip_i$ and $Dp_j=n_jp_j$, sandwiching $XD=DX$ between $p_i$ and $p_j$ gives

$$(n_j-n_i)\,p_iXp_j=0.$$

For $i\ne j$ the coupling $p_iXp_j$ vanishes. Inserting $\sum_jp_j=1$ on either side of $X$ leaves one term each, which `Finset.sum_eq_single` selects:

$$p_iX=p_iXp_i=Xp_i.$$

The converse is again a sum of commuting terms.

The theorem `two_cancellation_needed` shows what fails over the field with two elements. There $2P=0$, so $D=Q$ and the closed shell has disappeared from the density. The matrix $X$ with a single 1 in row 0, column 2 couples the closed and virtual orbitals. It satisfies $XQ=QX=0$, but $XP=0$ while $PX=X$; `decide` checks these finite matrices.

The two witness theorems confirm that diagonal projectors in complex $3\times3$ matrices meet the hypotheses, with occupations 2, 1 and 0 in the many-shell case.
